# Two-electron integrals over n orbitals: (n⁴+3n²)/4 index classes with complex-orbital symmetries, (n⁴+2n³+3n²+2n)/8 with real ones

Two-electron repulsion integrals can be stored once per symmetry class, with a loop over index quadruples that visits one member of each class. In a finite magnetic field, London orbitals in general carry position-dependent complex phases, and a loop written for real orbitals can then skip integrals that are needed.

For $n$ orbitals $\varphi_p$, in atomic units, write
$$(pq|rt)=\iint \frac{\varphi_p^*(x_1)\varphi_q(x_1)\,\varphi_r^*(x_2)\varphi_t(x_2)}{|x_1-x_2|}\,dx_1\,dx_2 .$$
Let $L$ be the number of classes of quadruples $(p,q,r,t)$ under the moves to $(r,t,p,q)$ and $(q,p,t,r)$, and $R$ the number when $(q,p,r,t)$ is also allowed. Then
$$4L=n^4+3n^2,\qquad 8R=n^4+2n^3+3n^2+2n,\qquad L/R\to 2 \text{ as } n\to\infty .$$

## Array lengths and loop counters

$L$ and $R$ are the array lengths for integrals stored once per class, and a loop counter can be compared with them. For $n=10$ they are 2575 and 1540, a ratio of 1.67; for $n=100$ the ratio is 1.96. If integrals over London orbitals in a finite magnetic field are stored using only the two moves valid for all complex orbitals, their number thus tends to twice that for real orbitals as the basis grows.

## From integral symmetries to index moves

Renaming $x_1\leftrightarrow x_2$ leaves the kernel unchanged and gives $(rt|pq)=(pq|rt)$. Conjugating the integrand exchanges the starred and unstarred orbital in each charge distribution, so $(qp|tr)=(pq|rt)^*$. If all orbitals are real, $\varphi_p^*\varphi_q=\varphi_q^*\varphi_p$, and $(qp|rt)=(pq|rt)$ as well.

Call the first two moves $a$ and $b$. Each undoes itself, and in either order they give $(t,r,q,p)$, so a group of four elements $1,a,b,ab$ acts on the quadruples. Count the pairs of a group element and a quadruple it fixes. A class with $k$ members contributes $k\cdot 4/k=4$, so the total is $4L$. Counted by group element instead:

- $1$ fixes all $n^4$ quadruples;
- $a$ fixes those of the form $(p,q,p,q)$, which number $n^2$;
- $b$ fixes $(p,p,r,r)$, again $n^2$;
- $ab$ fixes $(p,q,q,p)$, again $n^2$.

Hence $4L=n^4+3n^2$.

With the third move, the first pair can be reversed alone. Following this by $b$ reverses the second pair alone, and $a$ exchanges the pairs. A class is therefore an unordered pair of unordered pairs, repetitions allowed. There are $M=n(n+1)/2$ unordered index pairs, and $R=M(M+1)/2$, so
$$8R=(2M)^2+2(2M)=n^2(n+1)^2+2n(n+1)=n^4+2n^3+3n^2+2n .$$

For $n>0$, put $u=1/n$ and divide the two formulas:
$$\frac LR=\frac{2(1+3u^2)}{1+2u+3u^2+2u^3},$$
which is continuous at $u=0$ with value 2.

## The Lean file

```lean
import Mathlib

open MeasureTheory Filter Topology ComplexConjugate

noncomputable section

namespace FiniteFieldIntegralCount

/-- Quadruples (p,q,r,s) of indices of n orbitals. -/
abbrev Quad (n : ℕ) := Fin n × Fin n × Fin n × Fin n

/-- Position space of one electron. -/
abbrev Space := EuclideanSpace ℝ (Fin 3)

variable {n : ℕ}

/-- Exchange of the two electrons, (p,q,r,s) ↦ (r,s,p,q). -/
def swapElectrons : Quad n → Quad n
  | (p, q, r, t) => (r, t, p, q)

/-- Reversal of both charge distributions, (p,q,r,s) ↦ (q,p,s,r). -/
def swapBoth : Quad n → Quad n
  | (p, q, r, t) => (q, p, t, r)

/-- Reversal of the first charge distribution, (p,q,r,s) ↦ (q,p,r,s). -/
def swapFirst : Quad n → Quad n
  | (p, q, r, t) => (q, p, r, t)

/-- The repulsion integral (pq|rs) over complex orbitals; the Coulomb kernel is
meant for distinct positions of the electrons. -/
def eri (φ : Fin n → Space → ℂ) : Quad n → ℂ
  | (p, q, r, t) => ∫ x : Space × Space,
      conj (φ p x.1) * φ q x.1 * ((‖x.1 - x.2‖⁻¹ : ℝ) : ℂ) * (conj (φ r x.2) * φ t x.2)

/-- Exchanging the two electrons leaves the repulsion integral unchanged. -/
theorem eri_swapElectrons (φ : Fin n → Space → ℂ) (x : Quad n) :
    eri φ (swapElectrons x) = eri φ x := by
  obtain ⟨p, q, r, t⟩ := x
  simp only [swapElectrons, eri]
  rw [Measure.volume_eq_prod, ← integral_prod_swap]
  refine integral_congr_ae (Eventually.of_forall fun z => ?_)
  simp only [Prod.fst_swap, Prod.snd_swap, norm_sub_rev z.2 z.1]
  ring

/-- Reversing both charge distributions conjugates the repulsion integral. -/
theorem eri_swapBoth (φ : Fin n → Space → ℂ) (x : Quad n) :
    eri φ (swapBoth x) = conj (eri φ x) := by
  obtain ⟨p, q, r, t⟩ := x
  simp only [swapBoth, eri]
  rw [← integral_conj]
  refine integral_congr_ae (Eventually.of_forall fun z => ?_)
  simp only [map_mul, Complex.conj_conj, Complex.conj_ofReal]
  ring

/-- For real-valued orbitals, reversing the first charge distribution leaves the
repulsion integral unchanged. -/
theorem eri_swapFirst (φ : Fin n → Space → ℂ) (hφ : ∀ p x, conj (φ p x) = φ p x)
    (x : Quad n) : eri φ (swapFirst x) = eri φ x := by
  obtain ⟨p, q, r, t⟩ := x
  simp only [swapFirst, eri, hφ]
  refine integral_congr_ae (Eventually.of_forall fun z => ?_)
  ring

/-- Two signs act on a quadruple: the first exchanges the electrons when it is -1,
the second reverses both charge distributions when it is -1. -/
def act (g : ℤˣ × ℤˣ) (x : Quad n) : Quad n :=
  (if g.1 = 1 then id else swapElectrons) ((if g.2 = 1 then id else swapBoth) x)

/-- The moves for complex orbitals form an action of a group of four elements. -/
instance : MulAction (ℤˣ × ℤˣ) (Quad n) where
  smul := act
  one_smul x := show act 1 x = x by simp [act]
  mul_smul g h x := show act (g * h) x = act g (act h x) by
    have hne : ¬ ((-1 : ℤˣ) = 1) := by decide
    obtain ⟨a, b⟩ := g
    obtain ⟨c, d⟩ := h
    obtain ⟨p, q, r, t⟩ := x
    rcases Int.units_eq_one_or a with rfl | rfl <;>
    rcases Int.units_eq_one_or b with rfl | rfl <;>
    rcases Int.units_eq_one_or c with rfl | rfl <;>
    rcases Int.units_eq_one_or d with rfl | rfl <;>
    simp [act, swapElectrons, swapBoth, hne]

/-- Number of classes of quadruples under the two moves for complex orbitals. -/
def londonCount (n : ℕ) : ℕ :=
  Nat.card (Quotient (MulAction.orbitRel (ℤˣ × ℤˣ) (Quad n)))

/-- One index move allowed for real orbitals. -/
def RealStep (x y : Quad n) : Prop :=
  y = swapElectrons x ∨ y = swapBoth x ∨ y = swapFirst x

/-- Number of classes of quadruples under the moves for real orbitals. -/
def realCount (n : ℕ) : ℕ := Nat.card (Quot (RealStep (n := n)))

/-- The moves for complex orbitals preserve the integral up to conjugation. -/
theorem eri_smul (φ : Fin n → Space → ℂ) (g : ℤˣ × ℤˣ) (x : Quad n) :
    eri φ (g • x) = eri φ x ∨ eri φ (g • x) = conj (eri φ x) := by
  have hne : ¬ ((-1 : ℤˣ) = 1) := by decide
  obtain ⟨a, b⟩ := g
  change eri φ (act (a, b) x) = _ ∨ eri φ (act (a, b) x) = _
  rcases Int.units_eq_one_or a with rfl | rfl <;>
  rcases Int.units_eq_one_or b with rfl | rfl <;>
  simp [act, hne, eri_swapElectrons, eri_swapBoth]

/-- If labels correspond one to one to the quadruples fixed by a symmetry, there are
as many fixed quadruples as labels. -/
theorem card_fixed {α : Type} (g : ℤˣ × ℤˣ) (f : Quad n → Quad n)
    (hg : ∀ x, act g x = f x) (i : α → Quad n) (j : Quad n → α)
    (h1 : ∀ a, f (i a) = i a) (h2 : ∀ a, j (i a) = a) (h3 : ∀ x, f x = x → i (j x) = x) :
    Nat.card (MulAction.fixedBy (Quad n) g) = Nat.card α :=
  Nat.card_congr
    { toFun := fun x => j x.1
      invFun := fun a => ⟨i a, (hg _).trans (h1 a)⟩
      left_inv := fun x => Subtype.ext (h3 x.1 ((hg _).symm.trans x.2))
      right_inv := h2 }

/-- For complex orbitals the number of classes is (n⁴ + 3n²)/4. -/
theorem four_mul_londonCount (n : ℕ) : 4 * londonCount n = n ^ 4 + 3 * n ^ 2 := by
  have hne : ¬ ((-1 : ℤˣ) = 1) := by decide
  -- fixed quadruples of the four symmetries
  have f1 := card_fixed (n := n) (1, 1) id (fun x => by simp [act]) id id
    (fun _ => rfl) (fun _ => rfl) (fun _ _ => rfl)
  have f2 := card_fixed (n := n) (-1, 1) swapElectrons (fun x => by simp [act, hne])
    (fun a : Fin n × Fin n => (a.1, a.2, a.1, a.2)) (fun x => (x.1, x.2.1))
    (fun _ => rfl) (fun _ => rfl) (by
      rintro ⟨p, q, r, t⟩ h
      simp only [swapElectrons, Prod.mk.injEq] at h
      obtain ⟨rfl, rfl, -, -⟩ := h
      rfl)
  have f3 := card_fixed (n := n) (1, -1) swapBoth (fun x => by simp [act, hne])
    (fun a : Fin n × Fin n => (a.1, a.1, a.2, a.2)) (fun x => (x.1, x.2.2.1))
    (fun _ => rfl) (fun _ => rfl) (by
      rintro ⟨p, q, r, t⟩ h
      simp only [swapBoth, Prod.mk.injEq] at h
      obtain ⟨rfl, -, rfl, -⟩ := h
      rfl)
  have f4 := card_fixed (n := n) (-1, -1) (fun x => swapElectrons (swapBoth x))
    (fun x => by simp [act, hne])
    (fun a : Fin n × Fin n => (a.1, a.2, a.2, a.1)) (fun x => (x.1, x.2.1))
    (fun _ => rfl) (fun _ => rfl) (by
      rintro ⟨p, q, r, t⟩ h
      simp only [swapElectrons, swapBoth, Prod.mk.injEq] at h
      obtain ⟨rfl, rfl, -, -⟩ := h
      rfl)
  -- Burnside's lemma
  have : ∀ g : ℤˣ × ℤˣ, Fintype (MulAction.fixedBy (Quad n) g) :=
    fun _ => Fintype.ofFinite _
  have : Fintype (Quotient (MulAction.orbitRel (ℤˣ × ℤˣ) (Quad n))) := Fintype.ofFinite _
  have hB := MulAction.sum_card_fixedBy_eq_card_orbits_mul_card_group (ℤˣ × ℤˣ) (Quad n)
  have hG : Fintype.card (ℤˣ × ℤˣ) = 4 := by decide
  have hs : ∀ f : ℤˣ → ℕ, ∑ u, f u = f 1 + f (-1) := fun f => by
    have hu : (Finset.univ : Finset ℤˣ) = {1, -1} := by decide
    rw [hu, Finset.sum_pair (by decide)]
  have c : Nat.card (Fin n) = n := by simp
  rw [hG] at hB
  simp only [← Nat.card_eq_fintype_card, Fintype.sum_prod_type, hs] at hB
  rw [f1, f2, f3, f4] at hB
  simp only [Nat.card_prod, c] at hB
  unfold londonCount
  linarith

/-- For real orbitals the number of classes is (n⁴ + 2n³ + 3n² + 2n)/8. -/
theorem eight_mul_realCount (n : ℕ) :
    8 * realCount n = n ^ 4 + 2 * n ^ 3 + 3 * n ^ 2 + 2 * n := by
  have he : ∀ p q r t : Fin n, Quot.mk RealStep (p, q, r, t) = Quot.mk RealStep (r, t, p, q) :=
    fun _ _ _ _ => Quot.sound (Or.inl rfl)
  have hb : ∀ p q r t : Fin n, Quot.mk RealStep (p, q, r, t) = Quot.mk RealStep (q, p, r, t) :=
    fun _ _ _ _ => Quot.sound (Or.inr (Or.inr rfl))
  have hk : ∀ p q r t : Fin n, Quot.mk RealStep (p, q, r, t) = Quot.mk RealStep (p, q, t, r) :=
    fun p q r t => (hb p q r t).trans (Quot.sound (Or.inr (Or.inl rfl)))
  -- a class is an unordered pair of unordered pairs
  let F : Quot (RealStep (n := n)) → Sym2 (Sym2 (Fin n)) :=
    Quot.lift (fun x => s(s(x.1, x.2.1), s(x.2.2.1, x.2.2.2))) (by
      rintro ⟨p, q, r, t⟩ y (rfl | rfl | rfl) <;>
      simp [swapElectrons, swapBoth, swapFirst])
  have hF : Function.Bijective F := by
    constructor
    · rintro ⟨⟨p, q, r, t⟩⟩ ⟨⟨p', q', r', t'⟩⟩ h
      change s(s(p, q), s(r, t)) = s(s(p', q'), s(r', t')) at h
      simp only [Sym2.eq_iff] at h
      rcases h with ⟨⟨rfl, rfl⟩ | ⟨rfl, rfl⟩, ⟨rfl, rfl⟩ | ⟨rfl, rfl⟩⟩ |
        ⟨⟨rfl, rfl⟩ | ⟨rfl, rfl⟩, ⟨rfl, rfl⟩ | ⟨rfl, rfl⟩⟩
      exacts [rfl, hk _ _ _ _, hb _ _ _ _, (hb _ _ _ _).trans (hk _ _ _ _), he _ _ _ _,
        (he _ _ _ _).trans (hb _ _ _ _), (he _ _ _ _).trans (hk _ _ _ _),
        (he _ _ _ _).trans ((hb _ _ _ _).trans (hk _ _ _ _))]
    · rintro ⟨⟨⟨p, q⟩⟩, ⟨⟨r, t⟩⟩⟩
      exact ⟨Quot.mk _ (p, q, r, t), rfl⟩
  have hT : ∀ m : ℕ, 2 * (m + 1).choose 2 = m * (m + 1) := by
    intro m
    induction m with
    | zero => simp
    | succ m ih =>
      rw [Nat.choose_succ_succ' (m + 1) 1, Nat.choose_one_right, mul_add, ih]
      ring
  rw [realCount, Nat.card_eq_of_bijective F hF, Nat.card_eq_fintype_card,
    Sym2.card, Sym2.card, Fintype.card_fin]
  calc 8 * ((n + 1).choose 2 + 1).choose 2
      = 4 * (2 * ((n + 1).choose 2 + 1).choose 2) := by ring
    _ = (2 * (n + 1).choose 2) ^ 2 + 2 * (2 * (n + 1).choose 2) := by rw [hT]; ring
    _ = n ^ 4 + 2 * n ^ 3 + 3 * n ^ 2 + 2 * n := by rw [hT]; ring

/-- The ratio of the class count for complex orbitals to that for real orbitals
tends to 2 as the number of orbitals grows. -/
theorem tendsto_count_ratio :
    Tendsto (fun n : ℕ => (londonCount n : ℝ) / realCount n) atTop (𝓝 2) := by
  have hu : Tendsto (fun n : ℕ => ((n : ℝ))⁻¹) atTop (𝓝 0) :=
    tendsto_inv_atTop_zero.comp tendsto_natCast_atTop_atTop
  -- the ratio as a function of u = 1/n is continuous at u = 0
  have hc : Tendsto (fun u : ℝ => 2 * (1 + 3 * u ^ 2) / (1 + 2 * u + 3 * u ^ 2 + 2 * u ^ 3))
      (𝓝 0) (𝓝 2) := by
    have h : ContinuousAt
        (fun u : ℝ => 2 * (1 + 3 * u ^ 2) / (1 + 2 * u + 3 * u ^ 2 + 2 * u ^ 3)) 0 :=
      ContinuousAt.div (by fun_prop) (by fun_prop) (by norm_num)
    convert h.tendsto using 2
    norm_num
  refine (hc.comp hu).congr' ?_
  filter_upwards [eventually_gt_atTop 0] with n hn
  have hn' : (0 : ℝ) < n := by exact_mod_cast hn
  have h4 : (4 : ℝ) * londonCount n = (n : ℝ) ^ 4 + 3 * (n : ℝ) ^ 2 := by
    exact_mod_cast four_mul_londonCount n
  have h8 : (8 : ℝ) * realCount n =
      (n : ℝ) ^ 4 + 2 * (n : ℝ) ^ 3 + 3 * (n : ℝ) ^ 2 + 2 * n := by
    exact_mod_cast eight_mul_realCount n
  have hL : (londonCount n : ℝ) = ((n : ℝ) ^ 4 + 3 * (n : ℝ) ^ 2) / 4 := by linarith
  have hR : (realCount n : ℝ) =
      ((n : ℝ) ^ 4 + 2 * (n : ℝ) ^ 3 + 3 * (n : ℝ) ^ 2 + 2 * n) / 8 := by linarith
  rw [hL, hR]
  simp only [Function.comp_apply]
  rw [div_eq_div_iff (by positivity) (by positivity)]
  field_simp
  ring

end FiniteFieldIntegralCount
```

```lean
#print axioms FiniteFieldIntegralCount.eri_swapFirst
#print axioms FiniteFieldIntegralCount.eri_smul
#print axioms FiniteFieldIntegralCount.eight_mul_realCount
#print axioms FiniteFieldIntegralCount.tendsto_count_ratio
```

```
'FiniteFieldIntegralCount.eri_swapFirst' depends on axioms: [propext, Classical.choice, Quot.sound]
'FiniteFieldIntegralCount.eri_smul' depends on axioms: [propext, Classical.choice, Quot.sound]
'FiniteFieldIntegralCount.eight_mul_realCount' depends on axioms: [propext, Classical.choice, Quot.sound]
'FiniteFieldIntegralCount.tendsto_count_ratio' depends on axioms: [propext, Classical.choice, Quot.sound]
```

## Integrals and classes as Lean objects

`Quad n` is the type of index quadruples, with indices running from 0 to $n-1$; the comments call the fourth index s, the code `t`. `eri φ` is the six-dimensional Coulomb integral above, for arbitrary complex functions `φ`. London orbitals are one instance.

`londonCount n` is the number of orbits of the group `ℤˣ × ℤˣ`, whose two signs switch `swapElectrons` and `swapBoth` on or off. `realCount n` is the size of the quotient by the equivalence that `RealStep` generates. The theorems `four_mul_londonCount` and `eight_mul_realCount` state the counts without division, for every $n$, and `tendsto_count_ratio` states the limit in real numbers.

## Fixed points, a bijection and a limit

`eri_swapElectrons` changes variables with `integral_prod_swap`, `eri_swapBoth` moves the conjugation inside with `integral_conj`, and `ring` reorders the factors. `eri_smul` goes through the four group elements and concludes that integrals in one complex-orbital class are equal or conjugate.

For $L$, `card_fixed` turns a labelling of fixed quadruples into a count. The facts `f1` to `f4` apply it to the four forms listed above, and `hB` is Burnside's lemma, the double count of the derivation.

For $R$, the map `F` sends a class to its unordered pair of unordered pairs. Its injectivity splits into eight cases. In the first the quadruples are identical; each of the others is settled by one or more of `he`, `hb` and `hk`: exchange the pairs, reverse the first, reverse the second. `hT` is the triangular-number formula, used twice.

For the limit, `hc` is the continuity at $u=0$, and the last lines identify the rational function with the ratio for $n>0$.

## Where the real-orbital loop gives a wrong integral

`eri_swapFirst` assumes through `hφ` that every orbital is real-valued, which is the usual situation for a molecular Gaussian basis without a magnetic field. It is not enough that each orbital is real up to a constant phase of its own. Take two real s-type Gaussians $f$ and $g$ with the same centre and different exponents, put $\varphi_0=f$ and $\varphi_1=ig$, and let $J>0$ be the repulsion of the product $fg$ with itself. Then
$$(01|01)=i\cdot i\,J=-J,\qquad (10|01)=(-i)\cdot i\,J=+J .$$
These values are neither equal nor conjugate, so a code that copies one into the other stores a wrong sign. For $n=2$ this is the whole difference between the counts $L=7$ and $R=6$: the real class of $(0,1,0,1)$ splits in two.

## Index classes versus numbers and time

The counts concern index symmetry only. Point-group symmetry, screening or coincidences can reduce the number of distinct nonzero values further. With London orbitals, real Gaussians on the same centre receive the same phase, which cancels in $\varphi_p^*\varphi_q$, so such a pair can still be reversed alone. A complex integral also takes two real numbers to store, so the ratio of counts is not a ratio of memory or of run time.

For real orbitals the file treats the moves one at a time. Equality throughout a real class follows by chaining them, since the integral is then real and the conjugation in `eri_swapBoth` has no effect.

Convergence of the integral is not assumed. Lean assigns the value 0 to a non-integrable integrand, so the symmetry theorems have physical content only for orbitals whose repulsion integrals converge, as they do for Gaussians with London phases.
